# Imaginary-time propagation multiplies each eigenvector of a real matrix by exp(−τeᵢ)

Let A be a finite real square matrix and P an invertible one with AP = P diag(e), so that the columns of P are a basis of eigenvectors of A with real energies eᵢ. The theorem says that exp(−τA)P = P diag(exp(−τeᵢ)) for every real τ: propagation in imaginary time rescales each eigenvector and mixes none of them. A need not be symmetric, and the columns of P need be neither orthogonal nor normalised. The proof writes −τA as P diag(−τeᵢ)P⁻¹, takes the exponential inside the conjugation, evaluates it on the diagonal matrix, and cancels P⁻¹P.

In Lean, a first try:

```lean
import Mathlib

open Matrix Filter
open scoped Topology

namespace TwoLevelCoupledCluster

noncomputable section

/-- If the columns of an invertible `P` are eigenvectors of `A` with energies `e i`, then
imaginary-time propagation multiplies the `i`-th column by `exp (-τ e i)`. -/
theorem propagate_eigenframe {n : Type*} [Fintype n] [DecidableEq n]
    {A P : Matrix n n ℝ} {e : n → ℝ} (hP : IsUnit P.det)
    (h : A * P = P * diagonal e) (τ : ℝ) :
    NormedSpace.exp ((-τ) • A) * P = P * diagonal (fun i => Real.exp (-(τ * e i))) := by
  have hd : diagonal (fun i => -(τ * e i)) = (-τ) • diagonal e := by
    rw [← Matrix.diagonal_smul]
    congr 1
    funext i
    simp
  have hA : (-τ) • A = P * diagonal (fun i => -(τ * e i)) * P⁻¹ := by
    rw [hd, Matrix.mul_smul, Matrix.smul_mul, ← h, Matrix.mul_assoc,
      Matrix.mul_nonsing_inv _ hP, Matrix.mul_one]
  have hexp : NormedSpace.exp (diagonal (fun i => -(τ * e i)))
      = diagonal (fun i => Real.exp (-(τ * e i))) := by
    rw [Matrix.exp_diagonal]
    congr 1
    funext i
    rw [Pi.exp_apply, Real.exp_eq_exp_ℝ]
  rw [hA, Matrix.exp_conj _ _ ((Matrix.isUnit_iff_isUnit_det P).2 hP), Matrix.mul_assoc,
    Matrix.nonsing_inv_mul _ hP, Matrix.mul_one, hexp]

end

end TwoLevelCoupledCluster
```

The error:

```
Main.lean:29:8: error(lean.unknownIdentifier): Unknown identifier `Pi.exp_apply`
```

Cause. The message means that Lean finds no declaration called `Pi.exp_apply` under that name, so the `rw` that cites it fails. The fault is in the name and not in the mathematics.

The line belongs to `hexp`, which computes the exponential of the diagonal matrix. After `Matrix.exp_diagonal`, `congr 1` and `funext i`, what remains is to show that `NormedSpace.exp` of the function `fun i => -(τ * e i)`, evaluated at `i`, equals `Real.exp (-(τ * e i))`. The missing lemma was meant to say that the exponential of a function is taken pointwise.

The repair replaces the `rw` with `simp [Real.exp_eq_exp_ℝ]`. The lemma given to `simp` identifies `Real.exp` with `NormedSpace.exp` on the reals, as before, and the pointwise evaluation is now left to `simp` itself, so the proof no longer has to name a lemma for it.

Lean accepts the file once it reads:

```diff
@@ -27,5 +27,5 @@
     congr 1
     funext i
-    rw [Pi.exp_apply, Real.exp_eq_exp_ℝ]
+    simp [Real.exp_eq_exp_ℝ]
   rw [hA, Matrix.exp_conj _ _ ((Matrix.isUnit_iff_isUnit_det P).2 hP), Matrix.mul_assoc,
     Matrix.nonsing_inv_mul _ hP, Matrix.mul_one, hexp]
```
